# Linear-plus-quadratic energies that are orthogonally invariant and vanish on projectors are Dudarev functionals on real symmetric matrices

Suppose a correction for fractional occupation of a d shell has been fitted to a single electron and reads $\mathrm{Tr}\,n-(\mathrm{Tr}\,n)^2$, where $n$ is the occupation matrix. It vanishes when one orbital is filled. With two filled orbitals it equals $2-4=-2$, although nothing is fractionally occupied, so it shifts the energy difference between the two charge states.

Requiring the correction to vanish whenever each orbital is either full or empty removes this error. Among the energies

$$F(n)=a\,\mathrm{Tr}\,n+b\,(\mathrm{Tr}\,n)^2+c\,\mathrm{Tr}(n^2)$$

on two or more orbitals, only multiples of $\mathrm{Tr}(n-n^2)$ then remain. This is the form of the Dudarev correction in DFT+U, here for one site and one spin channel with real $n$.

## Occupation matrices, projectors and energies

The orbitals form a finite set `m` of size $d$, and an occupation matrix is a real matrix indexed by it.

```lean
import Mathlib

open Matrix

namespace DudarevUniqueness

noncomputable section

variable {m : Type*} [Fintype m] [DecidableEq m]
```

Integer occupation means that, in some orthonormal set of orbitals, each is either full or empty. The matrix is then symmetric with $n^2=n$, and any number of electrons from $0$ to $d$ is allowed.

```lean
/-- A projector is a symmetric idempotent occupation matrix. -/
def IsProjector (n : Matrix m m ℝ) : Prop := nᵀ = n ∧ n * n = n
```

The trace energy $F$ has three free real coefficients.

```lean
/-- The energy `a Tr n + b (Tr n)² + c Tr(n²)` of an occupation matrix. -/
def traceEnergy (a b c : ℝ) (n : Matrix m m ℝ) : ℝ :=
  a * trace n + b * trace n ^ 2 + c * trace (n * n)
```

The Dudarev functional is $\frac U2\mathrm{Tr}(n-n^2)$. Its $U$ is the effective parameter often written $U_{\mathrm{eff}}=U-J$, and it may be any real number here.

```lean
/-- The Dudarev functional `(U/2) Tr(n - n²)`. -/
def dudarev (U : ℝ) (n : Matrix m m ℝ) : ℝ := U / 2 * trace (n - n * n)
```

A more general energy is $E(n)=L(n)+B(n,n)$, with $L$ linear and $B$ bilinear. No trace form is presupposed, and $B$ need not be symmetric.

```lean
/-- A general energy with a linear part `L` and a quadratic part `B`. -/
def quadraticEnergy (L : Matrix m m ℝ →ₗ[ℝ] ℝ)
    (B : Matrix m m ℝ →ₗ[ℝ] Matrix m m ℝ →ₗ[ℝ] ℝ) (n : Matrix m m ℝ) : ℝ :=
  L n + B n n
```

The condition of vanishing on projectors stands for a physical assumption: the underlying density functional needs no correction at integer occupation.

```lean
/-- The energy vanishes on every projector. -/
def VanishesOnProjectors (E : Matrix m m ℝ → ℝ) : Prop := ∀ n, IsProjector n → E n = 0
```

Invariance means $E(RnR^{\mathsf T})=E(n)$ for symmetric $n$ and every $R$ with $RR^{\mathsf T}=1$. "Rotation" is used loosely: reflections are included, and $R$ may mix all the orbitals in `m` arbitrarily, which for a d shell asks for more than invariance under rotations of space.

```lean
/-- The energy of a symmetric occupation matrix is unchanged by orthogonal
rotations of the orbitals. -/
def RotationallyInvariant (E : Matrix m m ℝ → ℝ) : Prop :=
  ∀ R n : Matrix m m ℝ, R * Rᵀ = 1 → nᵀ = n → E (R * n * Rᵀ) = E n
```

## One and two filled orbitals fix the coefficients

Let $P_i$ be the matrix with a single $1$ at diagonal position $i$.

```lean
/-- The occupation matrix with one electron in orbital `i`. -/
def orbital (i : m) : Matrix m m ℝ := diagonal fun k => if k = i then 1 else 0
```

Since $P_i^2=P_i$ and $P_iP_j=0$ for $i\neq j$,

$$(P_i+P_j)^2=P_i^2+P_iP_j+P_jP_i+P_j^2=P_i+P_j .$$

Both $P_i$ and $P_i+P_j$ are therefore projectors.

```lean
/-- Filling one orbital, or two different orbitals, gives a projector. -/
theorem orbital_isProjector (i : m) :
    IsProjector (orbital i) ∧ ∀ j, i ≠ j → IsProjector (orbital i + orbital j) := by
  have hs : ∀ k : m, orbital k * orbital k = orbital k := by
    intro k
    simp [orbital, diagonal_mul_diagonal]
  have hne : ∀ k l : m, k ≠ l → orbital k * orbital l = 0 := by
    intro k l h
    ext p q
    by_cases hp : p = k <;> simp [orbital, diagonal_apply, hp]
    intro hq hk
    exact h (hk.trans hq)
  refine ⟨⟨by simp [orbital], hs i⟩, fun j h => ⟨by simp [orbital], ?_⟩⟩
  rw [add_mul, mul_add, mul_add, hs, hs, hne i j h, hne j i h.symm, add_zero, zero_add]
```

Their traces are $1$ and $2$, so vanishing of $F$ gives

$$a+b+c=0,\qquad 2a+4b+2c=0 .$$

Subtracting twice the first equation from the second leaves $2b=0$, and then $c=-a$. Conversely, with these coefficients $F(n)=a\,\mathrm{Tr}\,n-a\,\mathrm{Tr}(n^2)$, which is zero when $n^2=n$. The hypothesis `hd` supplies the two different orbitals, and `linarith` solves the pair of equations.

```lean
/-- With at least two orbitals, `a Tr n + b (Tr n)² + c Tr(n²)` vanishes on every
projector exactly when `b = 0` and `c = -a`. -/
theorem vanishes_iff (hd : 2 ≤ Fintype.card m) (a b c : ℝ) :
    VanishesOnProjectors (traceEnergy a b c : Matrix m m ℝ → ℝ) ↔ b = 0 ∧ c = -a := by
  constructor
  · intro h
    obtain ⟨i, j, hij⟩ := Fintype.one_lt_card_iff.mp (show 1 < Fintype.card m by omega)
    have ht : ∀ k : m, trace (orbital k) = 1 := by
      intro k
      simp [orbital, trace_diagonal]
    -- one and two filled orbitals give two independent equations
    have h1 := h _ (orbital_isProjector i).1
    have h2 := h _ ((orbital_isProjector i).2 j hij)
    simp only [traceEnergy, (orbital_isProjector i).1.2, ht] at h1
    simp only [traceEnergy, ((orbital_isProjector i).2 j hij).2, trace_add, ht] at h2
    constructor <;> linarith
  · rintro ⟨rfl, rfl⟩ n hn
    simp only [traceEnergy, hn.2]
    ring
```

Substituting the coefficients gives $F(n)=a\,\mathrm{Tr}(n-n^2)$, the Dudarev functional with $U=2a$. This identity holds for every real matrix, symmetric or not.

```lean
/-- With at least two orbitals, a trace energy that vanishes on every projector is
the Dudarev functional with `U = 2a`. -/
theorem traceEnergy_eq_dudarev (hd : 2 ≤ Fintype.card m) (a b c : ℝ)
    (h : VanishesOnProjectors (traceEnergy a b c : Matrix m m ℝ → ℝ)) (n : Matrix m m ℝ) :
    traceEnergy a b c n = dudarev (2 * a) n := by
  obtain ⟨rfl, rfl⟩ := (vanishes_iff hd a b c).mp h
  simp only [traceEnergy, dudarev, trace_sub]
  ring
```

For $d=1$ the coefficients are not determined. If $n=(x)$ with $x^2=x$, then $-x+x^2=0$, so $a=-1$, $b=1$, $c=0$ passes the condition. The energy is still of Dudarev form, because $(\mathrm{Tr}\,n)^2$ and $\mathrm{Tr}(n^2)$ coincide for a single orbital.

```lean
/-- For a single orbital, `-Tr n + (Tr n)²` vanishes on every projector although its
coefficient `b` is one. -/
theorem single_orbital_counterexample :
    VanishesOnProjectors (traceEnergy (-1) 1 0 : Matrix (Fin 1) (Fin 1) ℝ → ℝ) := by
  intro n hn
  have h := congrFun (congrFun hn.2 0) 0
  simp only [Matrix.mul_apply, Finset.univ_unique, Finset.sum_singleton,
    Fin.default_eq_zero] at h
  simp only [traceEnergy, Matrix.trace, Matrix.diag_apply, Matrix.mul_apply,
    Finset.univ_unique, Finset.sum_singleton, Fin.default_eq_zero]
  linear_combination h
```

## Rotations between orbitals and to the diagonal

For the general energy $E$, invariance takes the place of the trace form. Let $R$ be the permutation matrix that exchanges orbitals $i$ and $j$. Conjugation by $R$ relabels rows and columns, so $RP_iR^{\mathsf T}=P_j$.

```lean
/-- Some orthogonal rotation carries orbital `i` into orbital `j`. -/
theorem exists_rotation_orbital (i j : m) :
    ∃ R : Matrix m m ℝ, R * Rᵀ = 1 ∧ R * orbital i * Rᵀ = orbital j := by
  let s := Equiv.swap i j
  let R : Matrix m m ℝ := (1 : Matrix m m ℝ).submatrix s id
  have hR : ∀ n : Matrix m m ℝ, R * n * Rᵀ = n.submatrix s s := by
    intro n
    ext k l
    simp [R, Matrix.mul_apply, Matrix.one_apply]
  refine ⟨R, ?_, ?_⟩
  · have h := hR 1
    rwa [mul_one, submatrix_one_equiv] at h
  · rw [hR, orbital, submatrix_diagonal_equiv, orbital]
    congr 1
    funext k
    simp [s, Equiv.swap_apply_eq_iff]
```

A real symmetric matrix has an orthonormal eigenbasis. With the eigenvectors as columns of $R$ and the eigenvalues $x_i$,

$$n=R\,\mathrm{diag}(x)\,R^{\mathsf T}.$$

Lean takes this from Mathlib's spectral theorem for Hermitian matrices, where over the reals the adjoint is the transpose.

```lean
/-- Every symmetric occupation matrix is an orthogonal rotation of a diagonal one. -/
theorem exists_rotation_diagonal (n : Matrix m m ℝ) (hn : nᵀ = n) :
    ∃ (R : Matrix m m ℝ) (x : m → ℝ), R * Rᵀ = 1 ∧ n = R * diagonal x * Rᵀ := by
  have h : n.IsHermitian := by
    rw [Matrix.IsHermitian, conjTranspose_eq_transpose_of_trivial, hn]
  refine ⟨(h.eigenvectorUnitary : Matrix m m ℝ), h.eigenvalues, ?_, ?_⟩
  · have h1 := Matrix.mem_unitaryGroup_iff.mp h.eigenvectorUnitary.2
    rwa [star_eq_conjTranspose, conjTranspose_eq_transpose_of_trivial] at h1
  · have h2 := h.spectral_theorem
    rw [Unitary.conjStarAlgAut_apply] at h2
    exact h2
```

By cyclicity, $\mathrm{Tr}(RnR^{\mathsf T})=\mathrm{Tr}(R^{\mathsf T}Rn)=\mathrm{Tr}\,n$. Also $(RnR^{\mathsf T})^2=Rn^2R^{\mathsf T}$, so $\mathrm{Tr}(n^2)$ is preserved as well.

```lean
/-- An orthogonal rotation preserves `Tr n` and `Tr(n²)`. -/
theorem trace_rotation (R n : Matrix m m ℝ) (hR : R * Rᵀ = 1) :
    trace (R * n * Rᵀ) = trace n ∧
      trace (R * n * Rᵀ * (R * n * Rᵀ)) = trace (n * n) := by
  have hR' : Rᵀ * R = 1 := mul_eq_one_comm.mp hR
  have ht : ∀ k : Matrix m m ℝ, trace (R * k * Rᵀ) = trace k := by
    intro k
    rw [trace_mul_comm, ← mul_assoc, hR', one_mul]
  refine ⟨ht n, ?_⟩
  have h : R * n * Rᵀ * (R * n * Rᵀ) = R * (n * n) * Rᵀ := by
    rw [show R * n * Rᵀ * (R * n * Rᵀ) = R * n * (Rᵀ * R) * n * Rᵀ by
      simp only [mul_assoc], hR', mul_one, mul_assoc R n n]
  rw [h, ht]
```

## The energy of a diagonal occupation matrix

Write $L_i=L(P_i)$ and $B_{ij}=B(P_i,P_j)$. The projector $P_i$ gives $L_i+B_{ii}=0$. The projector $P_i+P_j$ gives

$$L_i+L_j+B_{ii}+B_{jj}+B_{ij}+B_{ji}=0,$$

hence $B_{ij}+B_{ji}=0$ for $i\neq j$. For $\mathrm{diag}(x)=\sum_i x_iP_i$ the cross terms cancel in pairs:

$$E(\mathrm{diag}(x))=\sum_i\left(x_iL_i+x_i^2B_{ii}\right)=\sum_i L_i\,(x_i-x_i^2).$$

The Lean proof adds one orbital at a time. In each induction step, `hc` records that the couplings to the orbitals already present cancel.

```lean
/-- A quadratic energy that vanishes on every projector is, on diagonal occupation
matrices, a sum of separate terms `Lᵢ (xᵢ - xᵢ²)`. -/
theorem energy_diagonal (L : Matrix m m ℝ →ₗ[ℝ] ℝ)
    (B : Matrix m m ℝ →ₗ[ℝ] Matrix m m ℝ →ₗ[ℝ] ℝ)
    (hP : VanishesOnProjectors (quadraticEnergy L B)) (x : m → ℝ) :
    quadraticEnergy L B (diagonal x) = ∑ i, L (orbital i) * (x i - x i ^ 2) := by
  have h1 : ∀ i, L (orbital i) + B (orbital i) (orbital i) = 0 :=
    fun i => hP _ (orbital_isProjector i).1
  have h2 : ∀ i j, i ≠ j → B (orbital i) (orbital j) + B (orbital j) (orbital i) = 0 := by
    intro i j hij
    have h := hP _ ((orbital_isProjector i).2 j hij)
    simp only [quadraticEnergy, map_add, LinearMap.add_apply] at h
    linarith [h1 i, h1 j]
  have hx : diagonal x = ∑ i, x i • orbital i := by
    ext k l
    by_cases hkl : k = l
    · subst hkl
      simp [orbital, Matrix.sum_apply]
    · simp [orbital, Matrix.sum_apply, hkl]
  -- add the orbitals one at a time
  have key : ∀ s : Finset m, quadraticEnergy L B (∑ i ∈ s, x i • orbital i) =
      ∑ i ∈ s, L (orbital i) * (x i - x i ^ 2) := by
    intro s
    induction s using Finset.induction_on with
    | empty => simp [quadraticEnergy]
    | insert a s ha ih =>
      -- the couplings to the orbitals already present cancel in pairs
      have hc : B (orbital a) (∑ i ∈ s, x i • orbital i) +
          B (∑ i ∈ s, x i • orbital i) (orbital a) = 0 := by
        simp only [map_sum, map_smul, LinearMap.sum_apply, LinearMap.smul_apply,
          smul_eq_mul, ← Finset.sum_add_distrib]
        refine Finset.sum_eq_zero fun i hi => ?_
        linear_combination x i * h2 a i (fun h => ha (h ▸ hi))
      rw [Finset.sum_insert ha, Finset.sum_insert ha, ← ih]
      simp only [quadraticEnergy, map_add, map_smul, LinearMap.add_apply,
        LinearMap.smul_apply, smul_eq_mul]
      linear_combination x a * hc + x a ^ 2 * h1 a
  rw [hx]
  exact key Finset.univ
```

## Invariance leaves one parameter

On $P_i$ itself the energy is zero and says nothing about $L_i$. On the doubled projector it is

$$E(2P_i)=2L_i+4B_{ii}=-2L_i .$$

The exchange of $i$ with a fixed orbital $o$ carries $2P_i$ to $2P_o$, so invariance gives $L_i=L_o$. An eigenvalue of $2$ is unphysical in one spin channel, but invariance was assumed for all symmetric matrices. Diagonalising a symmetric $n$ then yields

$$E(n)=L_o\sum_i(x_i-x_i^2)=L_o\,\mathrm{Tr}(n-n^2),$$

which is the Dudarev functional with $U=2L_o$. One orbital is enough for this theorem, and its conclusion concerns symmetric $n$ only.

```lean
/-- A rotationally invariant energy, linear plus quadratic in the occupation matrix, that
vanishes on every projector is a Dudarev functional on symmetric matrices. -/
theorem invariant_energy_eq_dudarev [Nonempty m] (L : Matrix m m ℝ →ₗ[ℝ] ℝ)
    (B : Matrix m m ℝ →ₗ[ℝ] Matrix m m ℝ →ₗ[ℝ] ℝ)
    (hI : RotationallyInvariant (quadraticEnergy L B))
    (hP : VanishesOnProjectors (quadraticEnergy L B)) :
    ∃ U : ℝ, ∀ n : Matrix m m ℝ, nᵀ = n → quadraticEnergy L B n = dudarev U n := by
  obtain ⟨o⟩ := ‹Nonempty m›
  -- a doubled projector detects the linear coefficient of each orbital
  have hL : ∀ i, L (orbital i) = L (orbital o) := by
    intro i
    obtain ⟨R, hR, hRo⟩ := exists_rotation_orbital i o
    have h := hI R ((2 : ℝ) • orbital i) hR (by simp [orbital])
    rw [Matrix.mul_smul, Matrix.smul_mul, hRo] at h
    have hi := hP _ (orbital_isProjector i).1
    have ho := hP _ (orbital_isProjector o).1
    simp only [quadraticEnergy, map_smul, LinearMap.smul_apply, smul_eq_mul] at h hi ho
    linarith
  refine ⟨2 * L (orbital o), fun n hn => ?_⟩
  obtain ⟨R, x, hR, hx⟩ := exists_rotation_diagonal n hn
  rw [hx, hI R _ hR (diagonal_transpose x), energy_diagonal L B hP, dudarev, trace_sub,
    (trace_rotation R _ hR).1, (trace_rotation R _ hR).2, diagonal_mul_diagonal,
    trace_diagonal, trace_diagonal, ← Finset.sum_sub_distrib, Finset.mul_sum]
  refine Finset.sum_congr rfl fun i _ => ?_
  rw [hL i]
  ring
```

## An energy that meets both conditions

Take $L(n)=\mathrm{Tr}\,n$ and $B(n,n')=-\mathrm{Tr}(nn')$.

```lean
/-- The bilinear form `-Tr(n n')`. -/
def tracePairing : Matrix m m ℝ →ₗ[ℝ] Matrix m m ℝ →ₗ[ℝ] ℝ :=
  -(LinearMap.mul ℝ (Matrix m m ℝ)).compr₂ (traceLinearMap m ℝ ℝ)
```

Then $E(n)=\mathrm{Tr}\,n-\mathrm{Tr}(n^2)$. Both traces are invariant, and they are equal on a projector, so the assumptions of the general theorem are satisfied by a concrete energy.

```lean
/-- The linear part `Tr n` with the quadratic part `-Tr(n n')` gives an energy that is
rotationally invariant and vanishes on every projector. -/
theorem invariant_energy_witness :
    RotationallyInvariant (quadraticEnergy (traceLinearMap m ℝ ℝ) tracePairing) ∧
    VanishesOnProjectors (quadraticEnergy (traceLinearMap m ℝ ℝ) tracePairing) := by
  have h : ∀ n : Matrix m m ℝ, quadraticEnergy (traceLinearMap m ℝ ℝ) tracePairing n =
      trace n - trace (n * n) := by
    intro n
    simp [quadraticEnergy, tracePairing, sub_eq_add_neg]
  constructor
  · intro R n hR _
    rw [h, h, (trace_rotation R n hR).1, (trace_rotation R n hR).2]
  · intro n hn
    rw [h, hn.2, sub_self]

end

end DudarevUniqueness
```

```lean
#print axioms DudarevUniqueness.traceEnergy_eq_dudarev
#print axioms DudarevUniqueness.single_orbital_counterexample
#print axioms DudarevUniqueness.invariant_energy_eq_dudarev
```

```
'DudarevUniqueness.traceEnergy_eq_dudarev' depends on axioms: [propext, Classical.choice, Quot.sound]
'DudarevUniqueness.single_orbital_counterexample' depends on axioms: [propext, Classical.choice, Quot.sound]
'DudarevUniqueness.invariant_energy_eq_dudarev' depends on axioms: [propext, Classical.choice, Quot.sound]
```

## The correction in a DFT+U run

In one simple scheme, at each self-consistency step the Kohn–Sham states $\psi_\nu$ of one spin, with occupations $f_\nu$ between $0$ and $1$, are projected onto orthonormal local orbitals $\phi_k$:

$$n_{kl}=\sum_\nu f_\nu\langle\phi_k|\psi_\nu\rangle\langle\psi_\nu|\phi_l\rangle .$$

The energy $\frac U2\mathrm{Tr}(n-n^2)$ is added, together with its derivative, the potential $U(\tfrac12-n)$ acting on the local orbitals. Eigenvalues $0.9$ and $0.5$ contribute $\frac U2(0.09+0.25)=0.17\,U$; the potential is $-0.4\,U$ on the first eigenorbital and zero on the second.

Applying the theorem to a material also assumes that each occupation matrix is real (in general it is complex Hermitian) and that the whole correction is a sum of separate energies, one for each site and spin channel, with no coupling between them.
